# Laplace expansion of the permanent along a row, without signs

The transition amplitude of $n+1$ identical, non-interacting bosons is modelled here as the permanent of a matrix of single-particle amplitudes. The bosons enter in $n+1$ different input modes and are found one in each of $n+1$ different output modes. The entry $A_{ij}$ is the amplitude for a single particle to go from input mode $i$ to output mode $j$, and

$$\operatorname{per}A=\sum_{\sigma}\prod_{i}A_{\sigma(i)\,i},$$

where $\sigma$ runs over all permutations of the $n+1$ labels. This is the convention of Mathlib's `Matrix.permanent`: $\sigma$ assigns to each output mode $i$ the input mode $\sigma(i)$ from which its particle came. That the permanent is the bosonic amplitude is taken as the definition and is not derived from a Fock space.

The algebra needs neither unitarity nor complex numbers, so the entries lie in an arbitrary commutative ring `R`. Modes are labelled from $0$ to $n$ by the type `Fin (n + 1)`.

```lean
import Mathlib

open Matrix Equiv

namespace BosonicLaplace

variable {R : Type*} [CommRing R] {n : ℕ}
```

## The amplitude with one particle removed

Fix an input mode $k$ and an output mode $j$. If the particle from $k$ is found in $j$, the other $n$ particles have an amplitude of their own, the permanent $P_{kj}(A)$ of $A$ with row $k$ and column $j$ deleted. To write this with indices, let $s_k$ be the increasing map from $\{0,\dots,n-1\}$ to $\{0,\dots,n\}$ that skips $k$; in Lean it is `k.succAbove`. Then

$$P_{kj}(A)=\operatorname{per}\big(A_{s_k(a)\,s_j(b)}\big)_{a,b}.$$

For $n=0$ no particle is left, and the permanent of the empty matrix is $1$.

```lean
/-- The bosonic amplitude that remains when input mode `k` and output mode `j` are removed:
the permanent of `A` with row `k` and column `j` deleted. -/
def bosonMinor (A : Matrix (Fin (n + 1)) (Fin (n + 1)) R) (k j : Fin (n + 1)) : R :=
  (A.submatrix k.succAbove j.succAbove).permanent
```

## Every assignment is built from a smaller one

A permutation $\tau$ of $n$ labels extends to a permutation $\sigma$ of $n+1$ labels once the image $j$ of a chosen label $k$ is given:

$$\sigma(k)=j,\qquad \sigma(s_k(i))=s_j(\tau(i)).$$

The definition sets $k$ apart, lets $\tau$ act on the rest, and puts $j$ back in the vacant place.

```lean
/-- The permutation of `n + 1` labels that sends `k` to `j` and maps the other labels to the labels
different from `j` according to `τ`. -/
def insertPerm (k j : Fin (n + 1)) (τ : Perm (Fin n)) : Perm (Fin (n + 1)) :=
  ((finSuccEquiv' k).trans (Equiv.optionCongr τ)).trans (finSuccEquiv' j).symm
```

The first of the two equations gives the image of the selected label.

```lean
/-- The extended permutation sends the selected label `k` to `j`. -/
theorem insertPerm_self (k j : Fin (n + 1)) (τ : Perm (Fin n)) :
    insertPerm k j τ k = j := by
  simp [insertPerm]
```

The second gives the images of all the others.

```lean
/-- On the labels other than `k` the extended permutation acts as `τ`, up to the renumbering by
`succAbove`. -/
theorem insertPerm_succAbove (k j : Fin (n + 1)) (τ : Perm (Fin n)) (i : Fin n) :
    insertPerm k j τ (k.succAbove i) = j.succAbove (τ i) := by
  simp [insertPerm]
```

For fixed $k$, each $\sigma$ arises from exactly one pair $(j,\tau)$. Suppose that two pairs give the same $\sigma$. Evaluation at $k$ shows that $j=j'$. Evaluation at $s_k(i)$ then gives $s_j(\tau(i))=s_j(\tau'(i))$, and since $s_j$ is injective, $\tau=\tau'$. There are $(n+1)\cdot n!$ pairs and $(n+1)!$ permutations. These numbers are equal, and an injective map between finite sets of equal size is bijective.

```lean
/-- Every permutation of `n + 1` labels arises exactly once from an image `j` of the label `k` and a
permutation `τ` of `n` labels. -/
theorem insertPerm_bijective (k : Fin (n + 1)) :
    Function.Bijective
      (fun p : Fin (n + 1) × Perm (Fin n) => insertPerm k p.1 p.2) := by
  rw [Fintype.bijective_iff_injective_and_card]
  constructor
  · rintro ⟨j, τ⟩ ⟨j', τ'⟩ h
    have h' : insertPerm k j τ = insertPerm k j' τ' := h
    -- the image of `k` fixes `j`
    have hj : j = j' := by
      have h1 := congrArg (fun σ : Perm (Fin (n + 1)) => σ k) h'
      simpa only [insertPerm_self] using h1
    subst hj
    -- the images of the other labels fix `τ`
    have hτ : τ = τ' := by
      refine Equiv.ext fun i => Fin.succAbove_right_injective (p := j) ?_
      have h2 := congrArg (fun σ : Perm (Fin (n + 1)) => σ (k.succAbove i)) h'
      simpa only [insertPerm_succAbove] using h2
    rw [hτ]
  · simp [Fintype.card_perm, Nat.factorial_succ]
```

## Expansion along a column

The sum over $\sigma$ can now be replaced by a sum over $j$ and $\tau$. In the product over output modes, the factor for $k$ is $A_{jk}$, and the remaining factors are those of the reduced matrix:

$$\operatorname{per}A=\sum_j\sum_\tau A_{jk}\prod_{i}A_{s_j(\tau(i))\,s_k(i)}=\sum_j A_{jk}\,P_{jk}(A).$$

Here $k$ is an output mode and $j$ is the input mode of the particle found there. In the proof, `sum_comp` performs the change of summation variable, and `Fin.prod_univ_succAbove` splits off the factor for $k$.

```lean
/-- Sign-free Laplace expansion along a column: the bosonic amplitude is a sum over the
input mode `j` of the particle that is found in output mode `k`. -/
theorem permanent_expand_col (A : Matrix (Fin (n + 1)) (Fin (n + 1)) R) (k : Fin (n + 1)) :
    A.permanent = ∑ j, A j k * bosonMinor A j k := by
  rw [Matrix.permanent,
    ← (insertPerm_bijective k).sum_comp (fun σ => ∏ i, A (σ i) i), Fintype.sum_prod_type]
  refine Finset.sum_congr rfl fun j _ => ?_
  rw [bosonMinor, Matrix.permanent, Finset.mul_sum]
  refine Finset.sum_congr rfl fun τ _ => ?_
  -- split off the factor of the selected particle
  rw [Fin.prod_univ_succAbove _ k]
  simp only [insertPerm_self, insertPerm_succAbove, Matrix.submatrix_apply]
```

## Expansion along a row

The permanent does not change under transposition, and deleting a row and a column commutes with it, so $P_{jk}(A^{\mathsf T})=P_{kj}(A)$. The column expansion of $A^{\mathsf T}$ is therefore the row expansion of $A$:

$$\operatorname{per}A=\operatorname{per}A^{\mathsf T}=\sum_j (A^{\mathsf T})_{jk}\,P_{jk}(A^{\mathsf T})=\sum_j A_{kj}\,P_{kj}(A).$$

In words, the particle from input mode $k$ ends in some output mode $j$, and the amplitudes of these alternatives add. For non-interacting fermions the permanent is replaced by $\det A$, up to a sign set by the ordering of the modes; its expansion has determinants in place of the smaller permanents and an additional factor $(-1)^{k+j}$ in each term. For non-interacting bosons in a finite linear network, the formula gives a recursion that can test a faster permanent routine on small matrices.

```lean
/-- Sign-free Laplace expansion along a row: the bosonic amplitude is the sum over output
modes `j` of the amplitude `A k j` times the permanent with row `k` and column `j` deleted. -/
theorem permanent_expand_row (A : Matrix (Fin (n + 1)) (Fin (n + 1)) R) (k : Fin (n + 1)) :
    A.permanent = ∑ j, A k j * bosonMinor A k j := by
  rw [← Matrix.permanent_transpose, permanent_expand_col _ k]
  refine Finset.sum_congr rfl fun j _ => ?_
  -- deleting a row and a column commutes with transposition
  have h : bosonMinor Aᵀ j k = bosonMinor A k j :=
    Matrix.permanent_transpose (A.submatrix k.succAbove j.succAbove)
  rw [h, Matrix.transpose_apply]
```

The amplitude could also have been modelled as a vacuum expectation value of creation operators $a_i^\dagger$ for the input modes and annihilation operators $b_j$ for the output modes, with $[b_j,a_i^\dagger]=A_{ij}$. The row expansion then comes from commuting $a_k^\dagger$ to the left until it meets the vacuum. That model would bring the permanent out as a result, at the price of constructing a Fock space.

## Changing the state of one particle

Replace row $k$ by a vector $v$, where $v_j$ is the new amplitude for that particle to reach output mode $j$. The reduced matrices do not contain row $k$, so their permanents stay as they were:

$$\operatorname{per}\big(A\text{ with row }k\text{ replaced by }v\big)=\sum_j v_j\,P_{kj}(A).$$

The right-hand side is linear in $v$. If the new single-particle state overlaps with the others or is not normalised, this value is an unnormalised amplitude. The normalised one is obtained on division by $\sqrt{\operatorname{per}G}$, where $G$ is the matrix of overlaps between the single-particle input states.

```lean
/-- If the single-particle amplitudes of particle `k` are replaced by a vector `v`, the
bosonic amplitude is the sum of the `v j` weighted by the minors of the original matrix. -/
theorem permanent_updateRow_expand (A : Matrix (Fin (n + 1)) (Fin (n + 1)) R)
    (k : Fin (n + 1)) (v : Fin (n + 1) → R) :
    (A.updateRow k v).permanent = ∑ j, v j * bosonMinor A k j := by
  rw [permanent_expand_row _ k]
  refine Finset.sum_congr rfl fun j _ => ?_
  -- the minors do not contain row `k`
  have h : (A.updateRow k v).submatrix k.succAbove j.succAbove
      = A.submatrix k.succAbove j.succAbove := by
    ext a b
    simp [Matrix.updateRow_apply, Fin.succAbove_ne]
  rw [bosonMinor, h, Matrix.updateRow_self, bosonMinor]
```

## A bound from the row sums

For complex $A$ of any size $n$, including $n=0$, where both sides are $1$,

$$|\operatorname{per}A|\le\prod_i\sum_j|A_{ij}|.$$

The proof is by induction. For a matrix of size $n+1$, expand along row $0$, use the triangle inequality, and apply the bound for size $n$ to each reduced matrix:

$$|\operatorname{per}A|\le\sum_j|A_{0j}|\prod_{i=0}^{n-1}\sum_{l=0}^{n-1}|A_{i+1,\,s_j(l)}|\le\Big(\sum_j|A_{0j}|\Big)\prod_{i=0}^{n-1}\sum_{l=0}^{n}|A_{i+1,\,l}|.$$

The last step restores the deleted column, which adds a non-negative term to each row sum. For a unitary matrix the bound can be weak: a normalised row of length $n$ may have a sum of moduli as large as $\sqrt n$, so the product can exceed $1$.

```lean
/-- The modulus of a bosonic amplitude is at most the product over the particles of the
summed moduli of their single-particle amplitudes. -/
theorem norm_permanent_le (A : Matrix (Fin n) (Fin n) ℂ) :
    ‖A.permanent‖ ≤ ∏ i, ∑ j, ‖A i j‖ := by
  induction n with
  | zero => simp [Matrix.permanent]
  | succ n ih =>
    -- expand along the first row and bound each minor by induction
    rw [permanent_expand_row A 0, Fin.prod_univ_succ, Finset.sum_mul]
    refine (norm_sum_le _ _).trans (Finset.sum_le_sum fun j _ => ?_)
    rw [norm_mul]
    refine mul_le_mul_of_nonneg_left
      ((ih (A.submatrix (Fin.succAbove 0) j.succAbove)).trans ?_) (norm_nonneg _)
    refine Finset.prod_le_prod
      (fun i _ => Finset.sum_nonneg fun _ _ => norm_nonneg _) fun i _ => ?_
    -- restoring the deleted column only adds a non-negative term
    rw [Fin.sum_univ_succAbove (fun l => ‖A i.succ l‖) j]
    simp only [Matrix.submatrix_apply, Fin.succAbove_zero]
    exact le_add_of_nonneg_left (norm_nonneg _)
```

## Two bosons

For a $2\times2$ matrix, deleting one row and one column leaves a single entry, whose permanent is the entry itself. Expansion along row $0$ gives

$$\operatorname{per}A=A_{00}A_{11}+A_{01}A_{10},$$

the direct term plus the exchange term.

```lean
/-- The amplitude of two bosons is the sum of the direct and the exchange term. -/
theorem two_boson_amplitude (A : Matrix (Fin 2) (Fin 2) R) :
    A.permanent = A 0 0 * A 1 1 + A 0 1 * A 1 0 := by
  have h : ∀ M : Matrix (Fin 1) (Fin 1) R, M.permanent = M 0 0 := fun M => by
    simp [Matrix.permanent]
  rw [permanent_expand_row A 0, Fin.sum_univ_two]
  simp only [bosonMinor, h, Matrix.submatrix_apply]
  rfl
```

## Vanishing coincidences at a beam splitter

Take a beam splitter with real transmission amplitude $t$ and reflection amplitude $r$, described by

$$A=\begin{pmatrix}t&r\\-r&t\end{pmatrix},\qquad t^2+r^2=1.$$

The condition on $t$ and $r$ says that the device is lossless: a single particle leaves through one of the two outputs with total probability $1$. The minus sign in one reflection amplitude makes the matrix orthogonal. With one boson in each input, the amplitude for one boson in each output is

$$\operatorname{per}A=t^2-r^2=2t^2-1,$$

which vanishes exactly when $t^2=1/2$. This is the Hong-Ou-Mandel condition for perfectly indistinguishable bosons; partial distinguishability, and with it the shape of the measured dip, is not part of the model. In Lean, `two_boson_amplitude` supplies the permanent, and `linarith` combines it with the lossless condition in both directions.

```lean
/-- Hong-Ou-Mandel effect: for a lossless beam splitter with real transmission and reflection
amplitudes `t` and `r`, the two-boson coincidence amplitude vanishes exactly when `t ^ 2 = 1 / 2`. -/
theorem hong_ou_mandel (t r : ℝ) (h : t ^ 2 + r ^ 2 = 1) :
    (!![t, r; -r, t] : Matrix (Fin 2) (Fin 2) ℝ).permanent = 0 ↔ t ^ 2 = 1 / 2 := by
  have hp : (!![t, r; -r, t] : Matrix (Fin 2) (Fin 2) ℝ).permanent = t * t + r * (-r) := by
    rw [two_boson_amplitude]
    rfl
  rw [hp]
  constructor
  · intro h0
    linarith [show t * t + r * (-r) = t ^ 2 - r ^ 2 by ring]
  · intro h0
    linarith [show t * t + r * (-r) = t ^ 2 - r ^ 2 by ring]

end BosonicLaplace
```

Without the condition $t^2+r^2=1$ the equivalence fails. For $t=r=1/2$, a beam splitter with losses, the permanent is $1/4-1/4=0$, although $t^2=1/4$.

```lean
#print axioms BosonicLaplace.permanent_expand_row
#print axioms BosonicLaplace.permanent_updateRow_expand
#print axioms BosonicLaplace.norm_permanent_le
#print axioms BosonicLaplace.hong_ou_mandel
```

```
'BosonicLaplace.permanent_expand_row' depends on axioms: [propext, Classical.choice, Quot.sound]
'BosonicLaplace.permanent_updateRow_expand' depends on axioms: [propext, Classical.choice, Quot.sound]
'BosonicLaplace.norm_permanent_le' depends on axioms: [propext, Classical.choice, Quot.sound]
'BosonicLaplace.hong_ou_mandel' depends on axioms: [propext, Classical.choice, Quot.sound]
```
